# Averaging a symmetric shift tensor over the positive octant adds 4/(3π) times the sum of its xy, xz and yz elements to the isotropic shift

## Why does the mean of my powder pattern move when I rotate the tensor?

I am simulating the powder pattern of a static sample with one spin site and an anisotropic chemical shift. With the tensor $T$ in its principal frame, I sample field directions over one octant of the unit sphere, and the mean of the pattern sits at the isotropic shift $\operatorname{tr}T/3$. When I enter the same tensor in the crystal frame, where it has off-diagonal elements, the mean moves, and a finer grid doesn't bring it back. A rotation leaves the trace alone, and a powder contains all orientations anyway. Where does the extra shift come from, and does every tensor outside its principal frame suffer from it?

## The products of different coordinates don't average out on an octant

The extra shift belongs to the octant itself, so a finer grid only converges to it. For a symmetric $T$, the exact average over the octant with nonnegative coordinates is

$$\frac{\operatorname{tr}T}{3}+\frac{4}{3\pi}\,(T_{01}+T_{02}+T_{12}),$$

where the indices 0, 1, 2 stand for $x$, $y$, $z$. The mean is therefore wrong exactly when $T_{01}+T_{02}+T_{12}$, called the off-diagonal sum below, is nonzero. A tensor outside its principal frame can still escape, if its off-diagonal elements cancel in the sum.

### The integral over the octant

Write the field direction as $n=(\sin\theta\cos\varphi,\ \sin\theta\sin\varphi,\ \cos\theta)$. The octant is $0\le\theta\le\pi/2$, $0\le\varphi\le\pi/2$, where all three coordinates are nonnegative. The shift is the quadratic form

$$\begin{aligned}
\langle n,Tn\rangle={}&\sin^2\theta\,\bigl(T_{00}\cos^2\varphi+T_{11}\sin^2\varphi+2T_{01}\sin\varphi\cos\varphi\bigr)+T_{22}\cos^2\theta\\
&+2\sin\theta\cos\theta\,\bigl(T_{02}\cos\varphi+T_{12}\sin\varphi\bigr).
\end{aligned}$$

Multiply by the solid-angle weight $\sin\theta$ and integrate over $\varphi$ from $0$ to $\pi/2$. The integrals of $\cos^2\varphi$ and $\sin^2\varphi$ are both $\pi/4$, that of $\sin\varphi\cos\varphi$ is $1/2$, and those of $\cos\varphi$ and $\sin\varphi$ are both $1$. This leaves

$$\Bigl(\tfrac{\pi}{4}(T_{00}+T_{11})+T_{01}\Bigr)\sin^3\theta+\tfrac{\pi}{2}T_{22}\sin\theta\cos^2\theta+2(T_{02}+T_{12})\sin^2\theta\cos\theta .$$

The three functions of $\theta$ have antiderivatives $-\cos\theta+\tfrac13\cos^3\theta$, $-\tfrac13\cos^3\theta$ and $\tfrac13\sin^3\theta$, so from $0$ to $\pi/2$ they integrate to $2/3$, $1/3$ and $1/3$. The total is

$$\tfrac{\pi}{6}\operatorname{tr}T+\tfrac23\,(T_{01}+T_{02}+T_{12}).$$

The octant has solid angle $\pi/2$, and division by it gives the formula above.

Over the full sphere, $\varphi$ runs to $2\pi$, and the integrals of $\sin\varphi\cos\varphi$, $\cos\varphi$ and $\sin\varphi$ all vanish. The polar integrals of $\sin^3\theta$ and $\sin\theta\cos^2\theta$ from $0$ to $\pi$ are $4/3$ and $2/3$. The total is $\tfrac{4\pi}{3}\operatorname{tr}T$, which divided by $4\pi$ is $\operatorname{tr}T/3$. For the upper hemisphere both the total and the solid angle are halved, so the mean is again $\operatorname{tr}T/3$.

In the principal frame the off-diagonal elements are zero, which is why your first simulation was right. In the crystal frame, a hemisphere restores the correct mean for a static shift of this quadratic form.

The same integrals settle a neighbouring case. For the quarter sphere with $n_y\ge0$ and $n_z\ge0$, that is $0\le\theta\le\pi/2$ and $0\le\varphi\le\pi$, only the $\sin\varphi$ term survives among the mixed ones, and the mean is $\operatorname{tr}T/3+\frac{4}{3\pi}T_{12}$. I worked this case out by hand, and the Lean file below has no theorem for it.

### What the Lean statements say

The tensor is a real matrix `T` indexed by `Fin 3`. `direction θ φ` is the unit vector $n$ above, and `shift T n` is $\langle n,Tn\rangle$, the shift for a field along $n$, to first order in the elements of $T$. `patchAverage a b f` integrates `f` with weight $\sin\theta$ over $0\le\theta\le a$, $0\le\varphi\le b$ and divides by the integral of the weight alone. The average is therefore uniform in solid angle, not in the two angles. The octant is `patchAverage (π / 2) (π / 2)`, the hemisphere `patchAverage (π / 2) (2 * π)` and the sphere `patchAverage π (2 * π)`.

- `octant_average` is the octant formula. Its hypothesis `T.IsSymm` lets the three elements above the diagonal stand for all six. Physically, an antisymmetric part of the shift tensor drops out of $\langle n,Tn\rangle$ anyway.
- `sphere_average` and `hemisphere_average` give the isotropic shift for every real `T`, symmetric or not.
- `octant_eq_sphere_iff` says that, for symmetric `T`, the octant and sphere averages agree if and only if $T_{01}+T_{02}+T_{12}=0$.
- `false_shift_example` takes the tensor with zero diagonal and ones elsewhere. Its isotropic shift is $0$, but its octant average is $4/\pi$, about $1.27$ in the units of the tensor.

These are statements about the mean of the pattern and not about its shape, so a correct mean doesn't certify an octant-sampled line shape. They treat continuous averages of one static tensor. Finite grids, sample spinning and higher-order shifts would need separate treatment.

```lean
import Mathlib

open Matrix
open scoped Real

namespace OctantPowderAverage

noncomputable section

/-- The unit vector with polar angle `θ` and azimuth `φ`. -/
def direction (θ φ : ℝ) : Fin 3 → ℝ :=
  ![Real.sin θ * Real.cos φ, Real.sin θ * Real.sin φ, Real.cos θ]

/-- The shift `⟨n, T n⟩` produced by the tensor `T` for the field direction `n`. -/
def shift (T : Matrix (Fin 3) (Fin 3) ℝ) (n : Fin 3 → ℝ) : ℝ := n ⬝ᵥ T *ᵥ n

/-- The solid-angle average of `f` over the directions with polar angle from `0` to `a` and
azimuth from `0` to `b`, for `0 < a ≤ π` and `0 < b ≤ 2π`. -/
def patchAverage (a b : ℝ) (f : (Fin 3 → ℝ) → ℝ) : ℝ :=
  (∫ θ in (0 : ℝ)..a, ∫ φ in (0 : ℝ)..b, f (direction θ φ) * Real.sin θ) /
    (∫ θ in (0 : ℝ)..a, ∫ _φ in (0 : ℝ)..b, Real.sin θ)


/-- The shift written out in the polar angle and azimuth of the field direction. -/
theorem shift_direction (T : Matrix (Fin 3) (Fin 3) ℝ) (θ φ : ℝ) :
    shift T (direction θ φ) =
      Real.sin θ ^ 2 * (T 0 0 * Real.cos φ ^ 2 + T 1 1 * Real.sin φ ^ 2
        + (T 0 1 + T 1 0) * (Real.sin φ * Real.cos φ)) + T 2 2 * Real.cos θ ^ 2
      + Real.sin θ * Real.cos θ *
        ((T 0 2 + T 2 0) * Real.cos φ + (T 1 2 + T 2 1) * Real.sin φ) := by
  have h0 : direction θ φ 0 = Real.sin θ * Real.cos φ := rfl
  have h1 : direction θ φ 1 = Real.sin θ * Real.sin φ := rfl
  have h2 : direction θ φ 2 = Real.cos θ := rfl
  simp only [shift, dotProduct, Matrix.mulVec, Fin.sum_univ_three, h0, h1, h2]
  ring

/-- The integral of the weighted shift over the azimuth from `0` to `b`, at fixed polar angle. -/
theorem azimuth_integral (T : Matrix (Fin 3) (Fin 3) ℝ) (θ b : ℝ) :
    ∫ φ in (0 : ℝ)..b, shift T (direction θ φ) * Real.sin θ =
      ((T 0 0 + T 1 1) / 2 * b + (T 0 0 - T 1 1) / 2 * (Real.sin b * Real.cos b)
        + (T 0 1 + T 1 0) / 2 * Real.sin b ^ 2) * Real.sin θ ^ 3
      + (T 2 2 * b) * (Real.sin θ * Real.cos θ ^ 2)
      + ((T 0 2 + T 2 0) * Real.sin b + (T 1 2 + T 2 1) * (1 - Real.cos b))
        * (Real.sin θ ^ 2 * Real.cos θ) := by
  have hcont : Continuous fun φ => shift T (direction θ φ) * Real.sin θ := by
    simp only [shift_direction]
    fun_prop
  -- an explicit antiderivative in the azimuth
  have hder : ∀ φ ∈ Set.uIcc 0 b, HasDerivAt (fun φ : ℝ =>
      (Real.sin θ ^ 3 * (T 0 0 + T 1 1) / 2 + Real.sin θ * Real.cos θ ^ 2 * T 2 2) * φ
      + (Real.sin θ ^ 3 * (T 0 0 - T 1 1) / 2) * (Real.sin φ * Real.cos φ)
      + (Real.sin θ ^ 3 * (T 0 1 + T 1 0) / 2) * (Real.sin φ * Real.sin φ)
      + (Real.sin θ ^ 2 * Real.cos θ * (T 0 2 + T 2 0)) * Real.sin φ
      + (-(Real.sin θ ^ 2 * Real.cos θ * (T 1 2 + T 2 1))) * Real.cos φ)
      (shift T (direction θ φ) * Real.sin θ) φ := by
    intro φ _
    have hs := Real.hasDerivAt_sin φ
    have hc := Real.hasDerivAt_cos φ
    refine HasDerivAt.congr_deriv
      ((((((hasDerivAt_id' φ).const_mul _).fun_add ((hs.fun_mul hc).const_mul _)).fun_add
        ((hs.fun_mul hs).const_mul _)).fun_add (hs.const_mul _)).fun_add (hc.const_mul _)) ?_
    rw [shift_direction]
    linear_combination
      (-(Real.sin θ ^ 3 * (T 0 0 + T 1 1) / 2)) * Real.sin_sq_add_cos_sq φ
  rw [intervalIntegral.integral_eq_sub_of_hasDerivAt hder (hcont.intervalIntegrable _ _)]
  simp only [Real.sin_zero, Real.cos_zero]
  ring

/-- The integral over the polar angle from `0` to `a` of the three angular functions that
occur in the weighted shift. -/
theorem polar_integral (A B C a : ℝ) :
    ∫ θ in (0 : ℝ)..a, (A * Real.sin θ ^ 3 + B * (Real.sin θ * Real.cos θ ^ 2)
      + C * (Real.sin θ ^ 2 * Real.cos θ)) =
      A * (2 / 3 - Real.cos a + Real.cos a ^ 3 / 3) + B * (1 - Real.cos a ^ 3) / 3
        + C * Real.sin a ^ 3 / 3 := by
  have hcont : Continuous fun θ : ℝ => A * Real.sin θ ^ 3
      + B * (Real.sin θ * Real.cos θ ^ 2) + C * (Real.sin θ ^ 2 * Real.cos θ) := by
    fun_prop
  have hder : ∀ θ ∈ Set.uIcc 0 a, HasDerivAt (fun θ : ℝ =>
      (-A) * Real.cos θ + ((A - B) / 3) * (Real.cos θ * Real.cos θ * Real.cos θ)
      + (C / 3) * (Real.sin θ * Real.sin θ * Real.sin θ))
      (A * Real.sin θ ^ 3 + B * (Real.sin θ * Real.cos θ ^ 2)
        + C * (Real.sin θ ^ 2 * Real.cos θ)) θ := by
    intro θ _
    have hs := Real.hasDerivAt_sin θ
    have hc := Real.hasDerivAt_cos θ
    refine HasDerivAt.congr_deriv
      (((hc.const_mul _).fun_add (((hc.fun_mul hc).fun_mul hc).const_mul _)).fun_add
        (((hs.fun_mul hs).fun_mul hs).const_mul _)) ?_
    linear_combination (-(A * Real.sin θ)) * Real.sin_sq_add_cos_sq θ
  rw [intervalIntegral.integral_eq_sub_of_hasDerivAt hder (hcont.intervalIntegrable _ _)]
  simp only [Real.sin_zero, Real.cos_zero]
  ring

/-- The solid angle of the patch is `b (1 - cos a)`. -/
theorem patch_area (a b : ℝ) :
    ∫ θ in (0 : ℝ)..a, ∫ _φ in (0 : ℝ)..b, Real.sin θ = b * (1 - Real.cos a) := by
  simp only [intervalIntegral.integral_const, smul_eq_mul, sub_zero,
    intervalIntegral.integral_const_mul, integral_sin, Real.cos_zero]

/-- The average shift over the octant with nonnegative coordinates, for a symmetric tensor:
one third of the trace plus `4/(3π)` times the sum of the off-diagonal elements `xy, xz, yz`. -/
theorem octant_average (T : Matrix (Fin 3) (Fin 3) ℝ) (hT : T.IsSymm) :
    patchAverage (π / 2) (π / 2) (shift T) =
      T.trace / 3 + 4 / (3 * π) * (T 0 1 + T 0 2 + T 1 2) := by
  have h10 : T 1 0 = T 0 1 := hT.apply 0 1
  have h20 : T 2 0 = T 0 2 := hT.apply 0 2
  have h21 : T 2 1 = T 1 2 := hT.apply 1 2
  have hpi := Real.pi_ne_zero
  simp only [patchAverage, azimuth_integral, polar_integral, patch_area,
    Real.sin_pi_div_two, Real.cos_pi_div_two, Matrix.trace_fin_three, h10, h20, h21, sub_zero]
  field_simp
  ring

/-- The average shift over the whole sphere is one third of the trace. -/
theorem sphere_average (T : Matrix (Fin 3) (Fin 3) ℝ) :
    patchAverage π (2 * π) (shift T) = T.trace / 3 := by
  simp only [patchAverage, azimuth_integral, polar_integral, patch_area, Real.sin_pi,
    Real.cos_pi, Real.sin_two_pi, Real.cos_two_pi, Matrix.trace_fin_three]
  rw [div_eq_iff (by norm_num [Real.pi_ne_zero])]
  ring

/-- The average shift over the upper hemisphere equals the average over the whole sphere. -/
theorem hemisphere_average (T : Matrix (Fin 3) (Fin 3) ℝ) :
    patchAverage (π / 2) (2 * π) (shift T) = patchAverage π (2 * π) (shift T) := by
  rw [sphere_average]
  simp only [patchAverage, azimuth_integral, polar_integral, patch_area, Real.sin_pi_div_two,
    Real.cos_pi_div_two, Real.sin_two_pi, Real.cos_two_pi, Matrix.trace_fin_three]
  rw [div_eq_iff (by norm_num [Real.pi_ne_zero])]
  ring

/-- For a symmetric tensor, octant and full-sphere averages of the shift agree exactly when
the off-diagonal elements `xy, xz, yz` sum to zero. -/
theorem octant_eq_sphere_iff (T : Matrix (Fin 3) (Fin 3) ℝ) (hT : T.IsSymm) :
    patchAverage (π / 2) (π / 2) (shift T) = patchAverage π (2 * π) (shift T) ↔
      T 0 1 + T 0 2 + T 1 2 = 0 := by
  rw [octant_average T hT, sphere_average]
  have hk : 4 / (3 * π) ≠ 0 := by positivity
  constructor
  · intro h
    have h0 : 4 / (3 * π) * (T 0 1 + T 0 2 + T 1 2) = 0 := by linarith
    exact (mul_eq_zero.mp h0).resolve_left hk
  · intro h
    rw [h, mul_zero, add_zero]


/-- The tensor with zero diagonal and all off-diagonal elements equal to one has full-sphere
average shift zero, but octant average `4/π`. -/
theorem false_shift_example :
    patchAverage π (2 * π) (shift !![0, 1, 1; 1, 0, 1; 1, 1, 0]) = 0 ∧
      patchAverage (π / 2) (π / 2) (shift !![0, 1, 1; 1, 0, 1; 1, 1, 0]) = 4 / π := by
  have hS : (!![0, 1, 1; 1, 0, 1; 1, 1, 0] : Matrix (Fin 3) (Fin 3) ℝ).IsSymm := by
    ext i j
    fin_cases i <;> fin_cases j <;> rfl
  rw [sphere_average, octant_average _ hS, Matrix.trace_fin_three]
  -- read off the matrix entries
  change (0 + 0 + 0 : ℝ) / 3 = 0 ∧
    (0 + 0 + 0 : ℝ) / 3 + 4 / (3 * π) * (1 + 1 + 1) = 4 / π
  constructor <;> ring

end

end OctantPowderAverage
```

```lean
#print axioms OctantPowderAverage.octant_average
-- 'OctantPowderAverage.octant_average' depends on axioms: [propext, Classical.choice, Quot.sound]
#print axioms OctantPowderAverage.hemisphere_average
-- 'OctantPowderAverage.hemisphere_average' depends on axioms: [propext, Classical.choice, Quot.sound]
#print axioms OctantPowderAverage.octant_eq_sphere_iff
-- 'OctantPowderAverage.octant_eq_sphere_iff' depends on axioms: [propext, Classical.choice, Quot.sound]
#print axioms OctantPowderAverage.false_shift_example
-- 'OctantPowderAverage.false_shift_example' depends on axioms: [propext, Classical.choice, Quot.sound]
```

### From the angular expansion to the criterion

`shift_direction` is the expansion of the quadratic form. It writes out the sums over three indices, and `ring` collects the terms. Symmetry isn't used yet, so sums such as `T 0 1 + T 1 0` appear where the calculation above has $2T_{01}$.

`azimuth_integral` does the $\varphi$ integral for an arbitrary upper limit `b`, so that one lemma serves all three patches. It states an antiderivative explicitly and differentiates it with the product rule. The result matches the integrand after one use of $\sin^2\varphi+\cos^2\varphi=1$, which `linear_combination` supplies. The fundamental theorem of calculus, `intervalIntegral.integral_eq_sub_of_hasDerivAt`, then gives the integral as a difference of end values.

`polar_integral` treats the three functions of $\theta$ in the same way, with coefficients `A`, `B` and `C` and upper limit `a`. `patch_area` evaluates the denominator as $b(1-\cos a)$, which is $\pi/2$, $2\pi$ and $4\pi$ for the octant, hemisphere and sphere.

The three averages follow by substitution. In `octant_average`, symmetry first gives the equations between the elements below and above the diagonal. Then one `simp only` inserts the integrals and the values of sine and cosine at $\pi/2$ and applies these equations, and `field_simp` and `ring` finish the algebra. For the sphere and the hemisphere, `div_eq_iff` clears the quotient by multiplying the other side by the solid angle, after a check that the solid angle is nonzero, and `ring` finishes.

For `octant_eq_sphere_iff`, both averages are replaced by their formulas. If they agree, then $\frac{4}{3\pi}$ times the off-diagonal sum is zero, and since $\frac{4}{3\pi}\neq0$ the sum itself is zero. The converse is direct substitution. The example checks the symmetry of its matrix entry by entry and then evaluates both formulas: the trace is $0$, the off-diagonal sum is $3$, and $\frac{4}{3\pi}\cdot3=\frac{4}{\pi}$.
